# Time evolution under H = aP + b(1 − P), with P idempotent, from the exponential series

Let P be an idempotent, P² = P, in a complex algebra whose topology makes the algebra operations continuous, and let H = aP + b(1 − P) with real levels a and b. The theorem `hasSum_evolution` says that, with ħ = 1 and t real, the exponential series of −itH converges to exp(−ita) P + exp(−itb) (1 − P), so each part evolves with its own phase. P need not be self-adjoint, and no Hilbert space or norm is assumed. The proof takes the scalar exponential series for each level, multiplies one by P and the other by 1 − P, and adds them. It then has to show that the n-th term of this sum is the n-th term of the series for −itH.

The first attempt, which Lean rejects:

```lean
import Mathlib

open Polynomial

namespace HasSumEvolution

noncomputable section

section CommRing

variable {R A : Type*} [CommRing R] [Ring A] [Algebra R A]

/-- The operator `a P + b (1 - P)`, which for idempotent `P` is a Hamiltonian with
level `a` on the range of `P` and level `b` on the range of `1 - P`. -/
def twoLevel (P : A) (a b : R) : A := a • P + b • (1 - P)

/-- For idempotent `P`, two operators built on the same `P` multiply level by level. -/
theorem twoLevel_mul {P : A} (h : IsIdempotentElem P) (a b c d : R) :
    twoLevel P a b * twoLevel P c d = twoLevel P (a * c) (b * d) := by
  have h0 : P * P = P := h
  -- `P` and `1 - P` multiply to zero in either order, and `1 - P` is idempotent
  have h1 : P * (1 - P) = 0 := by rw [mul_sub, mul_one, h0, sub_self]
  have h2 : (1 - P) * P = 0 := by rw [sub_mul, one_mul, h0, sub_self]
  have h3 : (1 - P) * (1 - P) = 1 - P := by rw [sub_mul, one_mul, h1, sub_zero]
  simp only [twoLevel, add_mul, mul_add, smul_mul_smul_comm, h0, h1, h2, h3,
    smul_zero, add_zero, zero_add]

/-- For idempotent `P`, the `n`-th power of the Hamiltonian has the `n`-th powers
of the levels as its levels. -/
theorem twoLevel_pow {P : A} (h : IsIdempotentElem P) (a b : R) (n : ℕ) :
    twoLevel P a b ^ n = twoLevel P (a ^ n) (b ^ n) := by
  induction n with
  | zero => simp [twoLevel]
  | succ n ih => rw [pow_succ, ih, twoLevel_mul h, pow_succ, pow_succ]

end CommRing

/-- Time evolution with `ħ = 1`: in a complex topological algebra, for idempotent `P`
and real levels `a`, `b`, the exponential series of `-i t H` with
`H = a P + b (1 - P)` converges to `exp(-i t a) P + exp(-i t b) (1 - P)`. -/
theorem hasSum_evolution {A : Type*} [Ring A] [Algebra ℂ A] [TopologicalSpace A]
    [IsTopologicalRing A] [ContinuousSMul ℂ A] {P : A} (h : IsIdempotentElem P)
    (a b t : ℝ) :
    HasSum (fun n : ℕ => ((n.factorial : ℂ)⁻¹) •
        ((-(Complex.I * t)) • twoLevel P (a : ℂ) (b : ℂ)) ^ n)
      (Complex.exp (-(Complex.I * t) * a) • P +
        Complex.exp (-(Complex.I * t) * b) • (1 - P)) := by
  have e (z : ℂ) : HasSum (fun n : ℕ => z ^ n / (n.factorial : ℂ)) (Complex.exp z) := by
    rw [Complex.exp_eq_exp_ℂ]
    exact NormedSpace.expSeries_div_hasSum_exp z
  generalize -(Complex.I * (t : ℂ)) = s
  -- each level carries its own scalar exponential series
  have hs := ((e (s * a)).smul_const P).add ((e (s * b)).smul_const (1 - P))
  convert hs using 1
  funext n
  rw [smul_pow, twoLevel_pow h]
  simp only [twoLevel, smul_add, smul_smul, mul_pow, div_eq_inv_mul, mul_assoc]

end

end HasSumEvolution
```

Messages:

```
Main.lean:56:6: error: Ambiguous term
  smul_pow
Possible interpretations:
  _root_.smul_pow : ∀ (r : ?m.225) (x : ?m.226) (n : ℕ), (r • x) ^ n = r ^ n • x ^ n
  
  Polynomial.smul_pow : ?m.227 → ℕ → ?m.225 → ?m.227
Main.lean:47:57: error: unsolved goals
A : Type u_1
inst✝⁴ : Ring A
inst✝³ : Algebra ℂ A
inst✝² : TopologicalSpace A
inst✝¹ : IsTopologicalRing A
inst✝ : ContinuousSMul ℂ A
P : A
h : IsIdempotentElem P
a b t : ℝ
e : ∀ (z : ℂ), HasSum (fun n => z ^ n / ↑n.factorial) (Complex.exp z)
s : ℂ
hs :
  HasSum (fun b_1 => ((s * ↑a) ^ b_1 / ↑b_1.factorial) • P + ((s * ↑b) ^ b_1 / ↑b_1.factorial) • (1 - P))
    (Complex.exp (s * ↑a) • P + Complex.exp (s * ↑b) • (1 - P))
n : ℕ
⊢ (↑n.factorial)⁻¹ • (s • twoLevel P ↑a ↑b) ^ n =
    ((s * ↑a) ^ n / ↑n.factorial) • P + ((s * ↑b) ^ n / ↑n.factorial) • (1 - P)
```

The first message says that `smul_pow` has two possible meanings. Because of `open Polynomial`, the short name can mean `Polynomial.smul_pow` as well as the root lemma `_root_.smul_pow`. Only the root lemma is an equation, (r • x) ^ n = r ^ n • x ^ n, and so fit for rewriting. But `rw` elaborates the name before it looks for anything to rewrite, with no expected type to decide between the two, and both readings elaborate.

The second message follows from the first. It shows the goal with `(s • twoLevel P ↑a ↑b) ^ n` still in it, so the rewrite has not been done.

Writing `_root_.smul_pow` picks the equation. The rewrite then splits the power into `s ^ n` and a power of `twoLevel`, which `twoLevel_pow h` evaluates, and `simp only` matches the coefficients of P and 1 − P.

Dropping `mul_assoc` from the `simp only` list is mere tidying: the products on both sides come out bracketed alike without it.

After these edits no error is left:

```diff
@@ -54,6 +54,6 @@
   convert hs using 1
   funext n
-  rw [smul_pow, twoLevel_pow h]
-  simp only [twoLevel, smul_add, smul_smul, mul_pow, div_eq_inv_mul, mul_assoc]
+  rw [_root_.smul_pow, twoLevel_pow h]
+  simp only [twoLevel, smul_add, smul_smul, mul_pow, div_eq_inv_mul]
 
 end
```
